# The overlap matrix of two normalised 1s exponentials on one centre becomes arbitrarily ill-conditioned as their exponents merge

## How badly do two nearly equal exponents condition the overlap matrix?

Let \(\varphi_a(x)=\sqrt{a^3/\pi}\,e^{-ar}\), with \(r=\|x\|\) and \(a>0\), be the normalised 1s exponential centred at the origin. For two exponents \(a,b>0\), let \(S=\int\varphi_a\varphi_b\,d^3x\), and let \(M\) be the \(2\times2\) matrix with ones on the diagonal and \(S\) off it. By the condition number \(\kappa\) I mean the largest eigenvalue of \(M\) divided by the smallest.

When I expand a helium orbital in two such functions, I expect trouble if the exponents are close. My claim is that for \(a\neq b\)

\[
S=\left(\frac{2\sqrt{ab}}{a+b}\right)^3,\qquad
\kappa\ \ge\ \frac{a+b}{3(\sqrt a-\sqrt b)^2},
\]

so that \(\kappa\) diverges as \(b\to a\). Can this be proved in full, starting from the integral itself, and checked by a proof assistant?

## Yes: the condition number grows like the inverse of \((\sqrt a-\sqrt b)^2/(a+b)\)

Everything depends on one number, the ratio of the geometric to the arithmetic mean of the exponents,

\[
t=\frac{2\sqrt{ab}}{a+b}.
\]

**The overlap.** Two integrations by parts give, for \(c>0\),

\[
\int_0^\infty r^2e^{-cr}\,dr=\frac2c\int_0^\infty r\,e^{-cr}\,dr=\frac{2}{c^2}\int_0^\infty e^{-cr}\,dr=\frac{2}{c^3}.
\]

The integrand of \(S\) depends only on \(r\), so the angles contribute \(4\pi\). With \(c=a+b\),

\[
S=4\pi\cdot\frac{(ab)^{3/2}}{\pi}\cdot\frac{2}{(a+b)^3}=\frac{8(ab)^{3/2}}{(a+b)^3}=t^3.
\]

For \(a=b\) this gives \(S=1\), which confirms the normalisation and the unit diagonal of \(M\).

**The distance of \(t\) from one.** Since \(a+b-2\sqrt{ab}=(\sqrt a-\sqrt b)^2\),

\[
1-t=\frac{(\sqrt a-\sqrt b)^2}{a+b},
\]

which is positive for \(a\ne b\). Hence \(0<t<1\), and so \(0<S<1\).

**The eigenvalues.** The characteristic determinant is

\[
\det(\mu I-M)=(\mu-1)^2-S^2=(\mu-1-S)(\mu-1+S),
\]

with roots \(1+S\) and \(1-S\). The small one belongs to the coefficient vector \((1,-1)/\sqrt2\): the difference of two nearly equal functions has almost no norm.

**The condition number.** Factoring \(1-t^3=(1-t)(1+t+t^2)\) gives

\[
\kappa=\frac{1+t^3}{1-t^3}
\quad\Longrightarrow\quad
\kappa\,(1-t)=\frac{1+t^3}{1+t+t^2}.
\]

For \(0<t<1\) the numerator on the right is at least 1 and the denominator at most 3, so \(\kappa(1-t)\ge\tfrac13\). Dividing by \(1-t\) gives your bound.

**The limit.** As \(b\to a\) we have \(t\to1\), and the right-hand side tends to \(\tfrac23\). Since \(1-t\) tends to zero from above, \(\kappa\to\infty\). The limit also shows that close to merging, your lower bound is about half the true value.

Here is the complete Lean file.

```lean
import Mathlib

open MeasureTheory MeasureTheory.Measure Filter
open scoped Real Topology

namespace HeliumExponentialBasis

noncomputable section

/-- Three-dimensional position space of one electron. -/
abbrev Space := EuclideanSpace ℝ (Fin 3)

/-- The 1s exponential `√(a³/π) exp(-a r)` with exponent `a > 0`. -/
def slater1s (a : ℝ) (x : Space) : ℝ := √(a ^ 3 / π) * Real.exp (-(a * ‖x‖))

/-- The overlap integral of two 1s exponentials over all space. -/
def overlap (a b : ℝ) : ℝ := ∫ x : Space, slater1s a x * slater1s b x

/-- The overlap matrix of the two 1s exponentials with exponents `a` and `b`. -/
def overlapMatrix (a b : ℝ) : Matrix (Fin 2) (Fin 2) ℝ :=
  Matrix.of fun i j => overlap (![a, b] i) (![a, b] j)

/-- The largest over the smallest eigenvalue of a positive definite symmetric matrix. -/
def condNumber (M : Matrix (Fin 2) (Fin 2) ℝ) : ℝ :=
  sSup (spectrum ℝ M) / sInf (spectrum ℝ M)

/-- The ratio of the geometric to the arithmetic mean of two exponents `a, b > 0`. -/
def meanRatio (a b : ℝ) : ℝ := 2 * √(a * b) / (a + b)

/-- The radial integral of `r² exp(-c r)` over the half-line is `2/c³` for `c > 0`. -/
theorem radial_integral {c : ℝ} (hc : 0 < c) :
    ∫ r in Set.Ioi (0 : ℝ), r ^ 2 * Real.exp (-(c * r)) = 2 / c ^ 3 := by
  have h := Real.integral_rpow_mul_exp_neg_mul_Ioi (a := 3) (r := c) (by norm_num) hc
  have hG : Real.Gamma 3 = 2 := by
    rw [show (3 : ℝ) = ((2 : ℕ) : ℝ) + 1 by norm_num, Real.Gamma_nat_eq_factorial]
    norm_num [Nat.factorial]
  have h3 : (1 / c) ^ (3 : ℝ) = (1 / c) ^ 3 := by
    exact_mod_cast Real.rpow_natCast (1 / c) 3
  rw [hG, h3, show (3 : ℝ) - 1 = ((2 : ℕ) : ℝ) by norm_num] at h
  simp only [Real.rpow_natCast] at h
  rw [h]
  ring

/-- For positive exponents the overlap of two 1s exponentials is `(2√(ab)/(a+b))³`. -/
theorem overlap_eq {a b : ℝ} (ha : 0 < a) (hb : 0 < b) :
    overlap a b = meanRatio a b ^ 3 := by
  -- pass to spherical coordinates
  have h := integral_fun_norm_addHaar (volume : Measure Space) (fun r : ℝ =>
    √(a ^ 3 / π) * Real.exp (-(a * r)) * (√(b ^ 3 / π) * Real.exp (-(b * r))))
  have hd : Module.finrank ℝ Space = 3 := finrank_euclideanSpace_fin
  have hv : (volume : Measure Space).real (Metric.ball 0 1) = π * 4 / 3 := by
    rw [Measure.real, EuclideanSpace.volume_ball_fin_three, ENNReal.ofReal_one, one_pow,
      one_mul, ENNReal.toReal_ofReal (by positivity)]
  have hi : ∫ r in Set.Ioi (0 : ℝ), r ^ 2 *
      (√(a ^ 3 / π) * Real.exp (-(a * r)) * (√(b ^ 3 / π) * Real.exp (-(b * r))))
      = √(a ^ 3 / π) * √(b ^ 3 / π) * (2 / (a + b) ^ 3) := by
    rw [← radial_integral (add_pos ha hb), ← integral_const_mul]
    refine integral_congr_ae (ae_of_all _ fun r => ?_)
    have he : Real.exp (-((a + b) * r)) = Real.exp (-(a * r)) * Real.exp (-(b * r)) := by
      rw [← Real.exp_add]
      ring_nf
    simp only [he]
    ring
  -- combine the two normalisation constants
  have hs : √(a ^ 3 / π) * √(b ^ 3 / π) = √(a * b) ^ 3 / π := by
    have hsq : √(a * b) ^ 2 = a * b := Real.sq_sqrt (by positivity)
    have hp : a ^ 3 / π * (b ^ 3 / π) = (√(a * b) ^ 3 / π) ^ 2 := by
      calc a ^ 3 / π * (b ^ 3 / π) = (a * b) ^ 3 / π ^ 2 := by ring
        _ = (√(a * b) ^ 2) ^ 3 / π ^ 2 := by rw [hsq]
        _ = _ := by ring
    rw [← Real.sqrt_mul (by positivity), hp, Real.sqrt_sq (by positivity)]
  rw [hd, hv] at h
  simp only [nsmul_eq_mul, smul_eq_mul, Nat.reduceSub, Nat.cast_ofNat] at h
  rw [hi, hs] at h
  have hp : π * π⁻¹ = 1 := mul_inv_cancel₀ Real.pi_ne_zero
  refine Eq.trans h ?_
  unfold meanRatio
  rw [div_pow]
  linear_combination (8 * √(a * b) ^ 3 / (a + b) ^ 3) * hp

/-- For positive exponents the mean ratio falls short of one by `(√a - √b)²/(a+b)`. -/
theorem one_sub_meanRatio {a b : ℝ} (ha : 0 < a) (hb : 0 < b) :
    1 - meanRatio a b = (√a - √b) ^ 2 / (a + b) := by
  have hne : a + b ≠ 0 := by positivity
  have hsa : √a ^ 2 = a := Real.sq_sqrt ha.le
  have hsb : √b ^ 2 = b := Real.sq_sqrt hb.le
  unfold meanRatio
  rw [eq_div_iff hne, sub_mul, div_mul_cancel₀ _ hne, Real.sqrt_mul ha.le]
  linear_combination -hsa - hsb

/-- The mean ratio of two distinct positive exponents is below one. -/
theorem meanRatio_lt_one {a b : ℝ} (ha : 0 < a) (hb : 0 < b) (hab : a ≠ b) :
    meanRatio a b < 1 := by
  have hne : √a - √b ≠ 0 :=
    sub_ne_zero.mpr fun h => hab ((Real.sqrt_inj ha.le hb.le).1 h)
  have hpos : 0 < (√a - √b) ^ 2 / (a + b) := by positivity
  rw [← one_sub_meanRatio ha hb] at hpos
  linarith

/-- For positive exponents the overlap matrix has unit diagonal and the overlap `S` off it. -/
theorem overlapMatrix_eq {a b : ℝ} (ha : 0 < a) (hb : 0 < b) :
    overlapMatrix a b = !![1, overlap a b; overlap a b, 1] := by
  have hself : ∀ {c : ℝ}, 0 < c → overlap c c = 1 := by
    intro c hc
    have h := one_sub_meanRatio hc hc
    rw [sub_self (√c), zero_pow two_ne_zero, zero_div] at h
    rw [overlap_eq hc hc, show meanRatio c c = 1 by linarith, one_pow]
  have hsymm : overlap b a = overlap a b := by
    unfold overlap
    simp only [mul_comm]
  ext i j
  fin_cases i <;> fin_cases j <;> simp [overlapMatrix, hself ha, hself hb, hsymm]

/-- For positive exponents the eigenvalues of the overlap matrix are `1 + S` and `1 - S`. -/
theorem spectrum_overlapMatrix {a b : ℝ} (ha : 0 < a) (hb : 0 < b) :
    spectrum ℝ (overlapMatrix a b) = {1 + overlap a b, 1 - overlap a b} := by
  ext μ
  have hdet : (algebraMap ℝ (Matrix (Fin 2) (Fin 2) ℝ) μ -
      !![1, overlap a b; overlap a b, 1]).det
      = (μ - (1 + overlap a b)) * (μ - (1 - overlap a b)) := by
    rw [Matrix.det_fin_two]
    simp [Matrix.algebraMap_matrix_apply]
    ring
  rw [overlapMatrix_eq ha hb, spectrum.mem_iff, Matrix.isUnit_iff_isUnit_det,
    isUnit_iff_ne_zero, not_not, hdet, mul_eq_zero, sub_eq_zero, sub_eq_zero,
    Set.mem_insert_iff, Set.mem_singleton_iff]

/-- For distinct positive exponents with mean ratio `t`, the condition number times
`(√a - √b)²/(a+b)` equals `(1 + t³)/(1 + t + t²)`. -/
theorem condNumber_mul_gap {a b : ℝ} (ha : 0 < a) (hb : 0 < b) (hab : a ≠ b) :
    condNumber (overlapMatrix a b) * ((√a - √b) ^ 2 / (a + b))
      = (1 + meanRatio a b ^ 3) / (1 + meanRatio a b + meanRatio a b ^ 2) := by
  have ht0 : 0 ≤ meanRatio a b := by unfold meanRatio; positivity
  have ht1 := meanRatio_lt_one ha hb hab
  rw [← one_sub_meanRatio ha hb, condNumber, spectrum_overlapMatrix ha hb, csSup_pair,
    csInf_pair, overlap_eq ha hb]
  generalize meanRatio a b = t at ht0 ht1 ⊢
  have h3 : 0 ≤ t ^ 3 := pow_nonneg ht0 3
  have hne : 1 - t ≠ 0 := by linarith
  have hq : 1 + t + t ^ 2 ≠ 0 := by positivity
  -- the factor 1 - t of 1 - t³ cancels
  rw [sup_eq_left.mpr (by linarith), inf_eq_right.mpr (by linarith),
    show 1 - t ^ 3 = (1 - t) * (1 + t + t ^ 2) by ring, div_mul_eq_mul_div,
    div_eq_div_iff (mul_ne_zero hne hq) hq]
  ring

/-- For distinct positive exponents the smaller eigenvalue `1 - S` is positive and the
condition number of the overlap matrix is at least `(a+b)/(3(√a - √b)²)`. -/
theorem condNumber_lower_bound {a b : ℝ} (ha : 0 < a) (hb : 0 < b) (hab : a ≠ b) :
    0 < 1 - overlap a b ∧
      (a + b) / (3 * (√a - √b) ^ 2) ≤ condNumber (overlapMatrix a b) := by
  have ht0 : 0 ≤ meanRatio a b := by unfold meanRatio; positivity
  have ht1 := meanRatio_lt_one ha hb hab
  constructor
  · rw [overlap_eq ha hb]
    exact sub_pos.mpr (pow_lt_one₀ ht0 ht1 (by norm_num))
  · have hq : 1 / 3 ≤ (1 + meanRatio a b ^ 3) /
        (1 + meanRatio a b + meanRatio a b ^ 2) := by
      rw [le_div_iff₀ (by positivity)]
      linarith [pow_nonneg ht0 3, pow_le_one₀ ht0 ht1.le (n := 2)]
    have hne : √a - √b ≠ 0 :=
      sub_ne_zero.mpr fun h => hab ((Real.sqrt_inj ha.le hb.le).1 h)
    rw [← condNumber_mul_gap ha hb hab, ← mul_div_assoc, le_div_iff₀ (by positivity)] at hq
    rw [div_le_iff₀ (by positivity)]
    nlinarith [hq]

/-- As `b` approaches a fixed `a > 0` through values different from `a`, the condition number
times `(√a - √b)²/(a+b)` tends to `2/3`. -/
theorem condNumber_mul_gap_tendsto {a : ℝ} (ha : 0 < a) :
    Tendsto (fun b => condNumber (overlapMatrix a b) * ((√a - √b) ^ 2 / (a + b)))
      (𝓝[≠] a) (𝓝 (2 / 3)) := by
  have hne : a + a ≠ 0 := by positivity
  have hc : ContinuousAt (fun b => 2 * √(a * b) / (a + b)) a :=
    ContinuousAt.div (by fun_prop) (by fun_prop) hne
  have ht : Tendsto (meanRatio a) (𝓝 a) (𝓝 (meanRatio a a)) := hc
  have h1 : meanRatio a a = 1 := by
    unfold meanRatio
    rw [Real.sqrt_mul_self ha.le, div_eq_iff hne]
    ring
  rw [h1] at ht
  have hq := ((ht.pow 3).const_add 1).div ((ht.const_add 1).add (ht.pow 2)) (by norm_num)
  rw [show ((1 + 1 ^ 3) / (1 + 1 + 1 ^ 2) : ℝ) = 2 / 3 by norm_num] at hq
  refine (hq.mono_left nhdsWithin_le_nhds).congr' ?_
  filter_upwards [self_mem_nhdsWithin, nhdsWithin_le_nhds (Ioi_mem_nhds ha)] with b hb hb0
  exact (condNumber_mul_gap ha hb0 fun h => hb h.symm).symm

/-- The condition number of the overlap matrix diverges as `b` approaches a fixed `a > 0`
through values different from `a`. -/
theorem condNumber_tendsto_atTop {a : ℝ} (ha : 0 < a) :
    Tendsto (fun b => condNumber (overlapMatrix a b)) (𝓝[≠] a) atTop := by
  have hpos : ∀ᶠ b in 𝓝[≠] a, 0 < (√a - √b) ^ 2 / (a + b) := by
    filter_upwards [self_mem_nhdsWithin, nhdsWithin_le_nhds (Ioi_mem_nhds ha)] with b hb hb0
    rw [← one_sub_meanRatio ha hb0]
    exact sub_pos.mpr (meanRatio_lt_one ha hb0 fun h => hb h.symm)
  have hne : a + a ≠ 0 := by positivity
  have hc : ContinuousAt (fun b => (√a - √b) ^ 2 / (a + b)) a :=
    ContinuousAt.div (by fun_prop) (by fun_prop) hne
  have h0 : Tendsto (fun b => (√a - √b) ^ 2 / (a + b)) (𝓝 a)
      (𝓝 ((√a - √a) ^ 2 / (a + a))) := hc
  rw [sub_self, zero_pow two_ne_zero, zero_div] at h0
  -- the gap closes from above, so its inverse diverges
  have hinv := tendsto_inv_nhdsGT_zero.comp
    (tendsto_nhdsWithin_iff.mpr ⟨h0.mono_left nhdsWithin_le_nhds, hpos⟩)
  refine ((condNumber_mul_gap_tendsto ha).pos_mul_atTop (by norm_num) hinv).congr' ?_
  filter_upwards [hpos] with b hb
  exact mul_inv_cancel_right₀ hb.ne' _

end

end HeliumExponentialBasis
```

```lean
#print axioms HeliumExponentialBasis.spectrum_overlapMatrix
-- 'HeliumExponentialBasis.spectrum_overlapMatrix' depends on axioms: [propext, Classical.choice, Quot.sound]
#print axioms HeliumExponentialBasis.condNumber_lower_bound
-- 'HeliumExponentialBasis.condNumber_lower_bound' depends on axioms: [propext, Classical.choice, Quot.sound]
#print axioms HeliumExponentialBasis.condNumber_tendsto_atTop
-- 'HeliumExponentialBasis.condNumber_tendsto_atTop' depends on axioms: [propext, Classical.choice, Quot.sound]
```

## From orbitals and integrals to Lean objects

`Space` is three-dimensional Euclidean space, and `slater1s a` is \(\varphi_a\) as a real function on it. Exponents are plain real numbers, understood as inverse lengths in whatever unit measures \(r\). `overlap a b` is the integral over all space, and `overlapMatrix a b` collects the four overlaps of the two orbitals. Its unit diagonal is therefore a theorem, `overlapMatrix_eq`, and not part of the definition.

`condNumber` divides the supremum of the real spectrum by its infimum. For a positive definite symmetric matrix this is the largest eigenvalue over the smallest, which is your convention. `meanRatio a b` is \(t\).

The results read as follows.

- `overlap_eq`: for positive exponents, equal or not, \(S=t^3\).
- `spectrum_overlapMatrix`: for positive exponents, the spectrum is the set \(\{1+S,1-S\}\).
- `condNumber_mul_gap`, the exact law: for distinct positive exponents, \(\kappa\,(\sqrt a-\sqrt b)^2/(a+b)=(1+t^3)/(1+t+t^2)\).
- `condNumber_lower_bound`: for distinct positive exponents, \(1-S>0\) and your lower bound holds.
- `condNumber_mul_gap_tendsto` and `condNumber_tendsto_atTop`: for fixed \(a>0\), as \(b\to a\) with \(b\neq a\), the product on the left of the exact law tends to \(\tfrac23\), and \(\kappa\) itself tends to infinity.

The hypothesis `a ≠ b` says that the two orbitals are different functions. The positivity of \(1-S\) is stated beside the bound because Lean sets division by zero to zero: at \(a=b\) the inequality alone would read \(0\le0\), whereas \(1-S>0\) fails there.

The model has two 1s functions on a common centre. It contains no Hamiltonian, no electron repulsion and no helium energy, and it doesn't treat larger basis sets or Gaussian functions. For electronic-structure practice, it quantifies in this two-function case how near-linear dependence enters the generalised eigenvalue problem \(Hc=ESc\) (there \(H\) is the Hamiltonian matrix, \(S\) the whole overlap matrix, \(c\) the vector of expansion coefficients and \(E\) the eigenvalue), where a large \(\kappa\) can amplify rounding errors.

There is a mistake to avoid in stating the divergence. The limit has to be taken along `𝓝[≠] a`, the neighbourhoods of \(a\) with \(a\) itself removed. With the full filter `𝓝 a` the statement would be false, because the value at \(b=a\) would also have to exceed every bound, and no real number does.

## The proof, from the radial integral to the divergence

`radial_integral` obtains \(2/c^3\) from Mathlib's Gamma-function integral, with \(\Gamma(3)=2\), in place of the integrations by parts.

`overlap_eq` carries out the spherical integration. The theorem `integral_fun_norm_addHaar` turns the integral of a radial function into the dimension times the volume of the unit ball times a radial integral; here \(3\cdot4\pi/3=4\pi\). The step `hi` merges the exponentials and applies `radial_integral`, `hs` combines the normalisation constants into \((\sqrt{ab})^3/\pi\), and the closing `linear_combination` cancels \(\pi\).

`one_sub_meanRatio` is the identity for \(1-t\). `meanRatio_lt_one` follows from it, since distinct positive numbers have distinct square roots.

`overlapMatrix_eq` evaluates the four entries, using \(t=1\) for equal exponents and the symmetry of the integrand. `spectrum_overlapMatrix` then uses the fact that \(\mu\) lies in the spectrum exactly when \(\mu I-M\) is not invertible, that is, when its determinant vanishes. The step `hdet` factors this determinant as above.

In `condNumber_mul_gap`, `csSup_pair` and `csInf_pair` reduce the supremum and infimum of a two-element set to a maximum and a minimum. Since \(t^3\ge0\), these are \(1+t^3\) and \(1-t^3\). The factorisation of \(1-t^3\) is then inserted, and `ring` confirms the identity after the denominators are cleared.

`condNumber_lower_bound` proves \(1-S>0\) from \(t^3<1\). For the second part, `hq` is the estimate by \(\tfrac13\); the exact law rewrites it as a statement about \(\kappa\), and the rest is rearrangement.

`condNumber_mul_gap_tendsto` uses the continuity of \(t\) as a function of \(b\), with value 1 at \(b=a\), to find the limit \(\tfrac23\) of the right-hand side. It transfers this limit to the left-hand side through the exact law, which holds for all \(b\ne a\) close enough to \(a\) to be positive.

`condNumber_tendsto_atTop` shows that \((\sqrt a-\sqrt b)^2/(a+b)\) tends to zero through positive values, so its inverse tends to infinity. Multiplying that inverse by a quantity with the positive limit \(\tfrac23\) again gives infinity, and cancelling the two reciprocal factors leaves \(\kappa\).
